# The first-order jump in the one-parameter mean-field Potts model for q > 2

## Populations, free energy and coupling

Let $q>2$. As a number of states $q$ is an integer, but the formulas and proofs hold for real $q$. One favoured state, fixed throughout, has population $p_1$, and the other $q-1$ states share the rest equally, each with population $p_2$:

$$p_1=\frac{1+(q-1)s}{q},\qquad p_2=\frac{1-s}{q},\qquad p_1+(q-1)p_2=1.$$

The order parameter $s$ is 0 in the disordered phase and 1 at complete order. Both populations are nonnegative for $-1/(q-1)\le s\le 1$. The free energy per site, in units of $k_BT$, is

$$f_K(s)=p_1\ln p_1+(q-1)p_2\ln p_2-\tfrac K2\left(p_1^2+(q-1)p_2^2\right).$$

Here $K$ is the mean-field coupling divided by $k_BT$. A positive coupling favours equal states on different sites, and cooling then raises $K$. With $L=\ln(q-1)$, set

$$K_c=\frac{2(q-1)L}{q-2},\qquad s_0=\frac{q-2}{q-1}.$$

## Two phases coexist at the transition

In Lean these quantities are `majority`, `minority`, `freeEnergy`, `Kc` and `sJump`; `admissible q` is the closed range of $s$. Lean's `Real.log 0 = 0` gives the usual $0\ln0=0$ at its ends.

- `first_order_point`: $f_{K_c}(s_0)=f_{K_c}(0)$, $f'_{K_c}(s_0)=0$, $K_c<q$ and $f''_{K_c}(0)>0$.
- `coexistence`: at $K_c$ the minimum over the admissible range is attained exactly at $0$ and $s_0$.
- `first_order_jump`: for $K<K_c$ only $s=0$ minimises; for $K>K_c$ every minimiser has $|s|\ge s_0$. For $q>3$ this means $s\ge s_0$, because the admissible range excludes $s\le-s_0$. The same conclusion holds for $2<q\le3$, though the Lean file does not prove it: for $0<s<1/(q-1)$ the slope formula below gives $f_K'(s)+f_K'(-s)=\frac{q-1}{q}\ln\frac{1-(q-1)^2s^2}{1-s^2}<0$, so $f_K(s)<f_K(-s)$ whenever $s>0$ and $-s$ is admissible, and no minimiser is negative.

Unequal minority populations and correlations between sites are not covered. Within this one-parameter mean-field model of ordering, a numerical minimiser started near $s=0$ can stay in the disordered well for $K_c<K<q$, although that well is no longer the global minimum.

## Mirror symmetry, slope and curvature

Substitution gives $p_1(s_0-s)=(q-1)p_2(s)$ and $p_2(s_0-s)=p_1(s)/(q-1)$. Under $s\to s_0-s$ the entropy terms therefore change by $L[(q-1)p_2-p_1]$. The interaction term changes by

$$-\frac K2\,\frac{q-2}{q-1}\left[(q-1)^2p_2^2-p_1^2\right]
=-\frac K2\,\frac{q-2}{q-1}\left[(q-1)p_2-p_1\right],$$

because the populations sum to 1. At $K_c$ the prefactor is $-L$ and the changes cancel. Setting $s=0$ gives $f_{K_c}(s_0)=f_{K_c}(0)$.

Since $p_1-p_2=s$, differentiation gives

$$f_K'(s)=\frac{q-1}{q}\left[\ln(1+(q-1)s)-\ln(1-s)-Ks\right],\qquad f_K''(0)=\frac{(q-1)(q-K)}{q}.$$

At $s_0$ the logarithms contribute $2L=K_cs_0$, so the slope vanishes. Putting $t=\ln x$ in $t<\sinh t$ gives $\ln x<(x-1/x)/2$ for $x>1$. At $x=q-1$ this reads $L<q(q-2)/[2(q-1)]$, which is $K_c<q$.

## From stationary points to global minima

Let $w=2p_1-1$, whose value at $s_0$ is $v=(q-2)/q$, and let $R(x)=[\ln(1+x)-\ln(1-x)]/x$. Then

$$f_{K_c}'(s)=\frac{q-1}{q}\,w\,[R(w)-R(v)].$$

The logarithmic inequality at $(1+x)/(1-x)$ gives $\ln\frac{1+x}{1-x}<\frac{2x}{1-x^2}$, so $R'>0$ on $(0,1)$. For $s_0/2<s<1$ we have $0<w<1$, so $f_{K_c}$ falls before $s_0$ and rises after it. The mirror carries this well to the one at 0.

For other couplings,

$$f_K(s)=f_{K_c}(s)-\frac{K-K_c}{2}\,\frac{1+(q-1)s^2}{q}.$$

Below $K_c$ the added term favours $s=0$. Above it, $s_0$ beats every $|s|<s_0$.

## Three states, and the approach to two

For $q=3$, $K_c=4\ln2\approx2.773$ and $s_0=1/2$, with populations $2/3,1/6,1/6$. Both phases have $f=-\ln3-\tfrac23\ln2\approx-1.561$, and $f''(0)\approx0.152$.

As $q\to2^+$, $K_c\to2$ and $s_0\to0$: the jump closes.

## The Lean file

```lean
import Mathlib

open Set Topology

namespace PottsMeanField

noncomputable section

/-- Population of the favoured state at order parameter `s`, for `q ≠ 0`. -/
def majority (q s : ℝ) : ℝ := (1 + (q - 1) * s) / q

/-- Population of each of the other `q - 1` states, for `q ≠ 0`. -/
def minority (q s : ℝ) : ℝ := (1 - s) / q

/-- Mean-field Potts free energy per site, in units of temperature, at coupling `K`,
for `q ≠ 0` and nonnegative populations. -/
def freeEnergy (q K s : ℝ) : ℝ :=
  majority q s * Real.log (majority q s) + (q - 1) * (minority q s * Real.log (minority q s))
    - K / 2 * (majority q s ^ 2 + (q - 1) * minority q s ^ 2)

/-- The slope of the free energy in `s`, for `q ≠ 0` and positive populations. -/
def slope (q K s : ℝ) : ℝ :=
  (q - 1) / q * (Real.log (1 + (q - 1) * s) - Real.log (1 - s) - K * s)

/-- The transition coupling, for `q > 2`. -/
def Kc (q : ℝ) : ℝ := 2 * (q - 1) * Real.log (q - 1) / (q - 2)

/-- The order parameter `s0` of the ordered phase at the transition, for `q > 2`. -/
def sJump (q : ℝ) : ℝ := (q - 2) / (q - 1)

/-- The order parameters for which all populations are nonnegative, for `q ≠ 0`. -/
def admissible (q : ℝ) : Set ℝ := {s | 0 ≤ majority q s ∧ 0 ≤ minority q s}

/-- For `q > 2`, the free energy at the transition coupling is symmetric about `s0 / 2`. -/
theorem freeEnergy_mirror {q : ℝ} (hq : 2 < q) (s : ℝ) :
    freeEnergy q (Kc q) (sJump q - s) = freeEnergy q (Kc q) s := by
  have h0 : q ≠ 0 := by linarith
  have h1 : q - 1 ≠ 0 := by linarith
  have h2 : q - 2 ≠ 0 := by linarith
  -- the mirror exchanges the majority with the total minority population
  have eM : majority q (sJump q - s) = (q - 1) * minority q s := by
    unfold majority minority sJump
    field_simp
    ring
  have em : minority q (sJump q - s) = majority q s / (q - 1) := by
    unfold majority minority sJump
    field_simp
    ring
  have l1 : (q - 1) * minority q s * Real.log ((q - 1) * minority q s)
      = (q - 1) * minority q s * (Real.log (q - 1) + Real.log (minority q s)) := by
    rcases eq_or_ne (minority q s) 0 with h | h
    · simp [h]
    · rw [Real.log_mul h1 h]
  have l2 : majority q s / (q - 1) * Real.log (majority q s / (q - 1))
      = majority q s / (q - 1) * (Real.log (majority q s) - Real.log (q - 1)) := by
    rcases eq_or_ne (majority q s) 0 with h | h
    · simp [h]
    · rw [Real.log_div h h1]
  have hM : majority q s = 1 - (q - 1) * minority q s := by
    unfold majority minority
    field_simp
    ring
  unfold freeEnergy
  rw [eM, em, l1, l2]
  unfold Kc
  generalize Real.log (majority q s) = a
  generalize Real.log (minority q s) = b
  generalize Real.log (q - 1) = L
  rw [hM]
  field_simp
  ring

/-- For `q > 0` and positive populations, `slope` is the derivative of the free energy. -/
theorem hasDerivAt_freeEnergy {q K s : ℝ} (hq : 0 < q) (hs : 0 < 1 + (q - 1) * s)
    (hs1 : s < 1) : HasDerivAt (freeEnergy q K) (slope q K s) s := by
  have hs1' : 0 < 1 - s := by linarith
  have hp1 : majority q s ≠ 0 := (div_pos hs hq).ne'
  have hp2 : minority q s ≠ 0 := (div_pos hs1' hq).ne'
  have h1 : HasDerivAt (majority q) ((q - 1) / q) s :=
    ((((hasDerivAt_id' s).const_mul (q - 1)).const_add 1).div_const q).congr_deriv (by ring)
  have h2 : HasDerivAt (minority q) (-1 / q) s :=
    ((hasDerivAt_id' s).const_sub 1).div_const q
  have k1 : HasDerivAt (fun t => majority q t ^ 2) (2 * majority q s * ((q - 1) / q)) s :=
    (h1.fun_pow 2).congr_deriv (by norm_num)
  have k2 : HasDerivAt (fun t => minority q t ^ 2) (2 * minority q s * (-1 / q)) s :=
    (h2.fun_pow 2).congr_deriv (by norm_num)
  have e1 : majority q s * ((q - 1) / q / majority q s) = (q - 1) / q := by field_simp
  have e2 : minority q s * (-1 / q / minority q s) = -1 / q := by field_simp
  have l1 : Real.log (majority q s) = Real.log (1 + (q - 1) * s) - Real.log q :=
    Real.log_div hs.ne' hq.ne'
  have l2 : Real.log (minority q s) = Real.log (1 - s) - Real.log q :=
    Real.log_div hs1'.ne' hq.ne'
  have h := ((h1.fun_mul (h1.log hp1)).fun_add
    ((h2.fun_mul (h2.log hp2)).const_mul (q - 1))).fun_sub
    ((k1.fun_add (k2.const_mul (q - 1))).const_mul (K / 2))
  refine h.congr_deriv ?_
  simp only [e1, e2, l1, l2]
  unfold slope majority minority
  field_simp
  ring

/-- For `q > 0`, the curvature of the free energy at `s = 0` is `(q - 1)(q - K)/q`. -/
theorem curvature_disordered {q : ℝ} (K : ℝ) (hq : 0 < q) :
    HasDerivAt (deriv (freeEnergy q K)) ((q - 1) / q * (q - K)) 0 := by
  have h1 := (((hasDerivAt_id' (0 : ℝ)).const_mul (q - 1)).const_add 1).log (by simp)
  have h2 := ((hasDerivAt_id' (0 : ℝ)).const_sub 1).log (by simp)
  have h3 := (hasDerivAt_id' (0 : ℝ)).const_mul K
  have h : HasDerivAt (slope q K) ((q - 1) / q * (q - K)) 0 :=
    (((h1.fun_sub h2).fun_sub h3).const_mul ((q - 1) / q)).congr_deriv (by ring)
  refine h.congr_of_eventuallyEq ?_
  have o1 : {t : ℝ | 0 < 1 + (q - 1) * t} ∈ 𝓝 (0 : ℝ) :=
    (isOpen_lt continuous_const (by fun_prop)).mem_nhds (by simp)
  filter_upwards [o1, Iio_mem_nhds (zero_lt_one' ℝ)] with t ht ht1
  exact (hasDerivAt_freeEnergy hq ht ht1).deriv

/-- For `x > 1`, `ln x < (x - 1/x)/2`. -/
theorem log_lt_half_sub_inv {x : ℝ} (hx : 1 < x) : Real.log x < (x - x⁻¹) / 2 := by
  have h := Real.self_lt_sinh_iff.2 (Real.log_pos hx)
  rwa [Real.sinh_eq, Real.exp_neg, Real.exp_log (by linarith)] at h

/-- The ratio `(ln(1+x) - ln(1-x))/x` is strictly increasing on `0 < x < 1`. -/
theorem logRatio_strictMono : StrictMonoOn
    (fun x : ℝ => (Real.log (1 + x) - Real.log (1 - x)) / x) (Ioo 0 1) := by
  have hd : ∀ x ∈ Ioo (0 : ℝ) 1,
      HasDerivAt (fun y : ℝ => (Real.log (1 + y) - Real.log (1 - y)) / y)
        (((1 / (1 + x) - -1 / (1 - x)) * x - (Real.log (1 + x) - Real.log (1 - x)) * 1)
          / x ^ 2) x := by
    intro x hx
    have h1 := ((hasDerivAt_id' x).const_add 1).log (by linarith [hx.1] : 0 < 1 + x).ne'
    have h2 := ((hasDerivAt_id' x).const_sub 1).log (by linarith [hx.2] : 0 < 1 - x).ne'
    exact (h1.fun_sub h2).fun_div (hasDerivAt_id' x) hx.1.ne'
  refine strictMonoOn_of_deriv_pos (convex_Ioo 0 1)
    (fun x hx => (hd x hx).continuousAt.continuousWithinAt) ?_
  intro x hx
  rw [interior_Ioo] at hx
  rw [(hd x hx).deriv]
  have h0 : 0 < x := hx.1
  have hm : 0 < 1 - x := by linarith [hx.2]
  have hp : 0 < 1 + x := by linarith
  have key := log_lt_half_sub_inv (x := (1 + x) / (1 - x))
    (by rw [lt_div_iff₀ hm]; linarith)
  have e : ((1 + x) / (1 - x) - ((1 + x) / (1 - x))⁻¹) / 2
      = (1 / (1 + x) - -1 / (1 - x)) * x := by
    field_simp
    ring
  rw [Real.log_div hp.ne' hm.ne', e] at key
  exact div_pos (by linarith) (by positivity)

/-- For `q > 2` at the transition coupling, between `s0 / 2` and `1`, `slope` is negative before
`s0` and positive after it. -/
theorem slope_sign {q s : ℝ} (hq : 2 < q) (hs : sJump q / 2 < s) (hs1 : s < 1) :
    (s < sJump q → slope q (Kc q) s < 0) ∧ (sJump q < s → 0 < slope q (Kc q) s) := by
  have h0 : 0 < q := by linarith
  have h1 : 0 < q - 1 := by linarith
  have h2 : 0 < q - 2 := by linarith
  have hm : 0 < 1 - s := by linarith
  have hb : (q - 1) * sJump q = q - 2 := by unfold sJump; field_simp
  have hs' := mul_lt_mul_of_pos_left hs h1
  have hp : 0 < 1 + (q - 1) * s := by linarith
  -- centred variable `w`, with `v` its value at the jump
  obtain ⟨w, hw⟩ : ∃ w, w = (2 * (1 + (q - 1) * s) - q) / q := ⟨_, rfl⟩
  obtain ⟨v, hv⟩ : ∃ v, v = (q - 2) / q := ⟨_, rfl⟩
  have w0 : 0 < w := by rw [hw]; exact div_pos (by linarith) h0
  have w1 : w < 1 := by
    rw [hw, div_lt_one h0]
    linarith [mul_pos h1 hm]
  have v0 : 0 < v := by rw [hv]; exact div_pos h2 h0
  have v1 : v < 1 := by rw [hv, div_lt_one h0]; linarith
  have c0 : 2 / q ≠ 0 := (div_pos two_pos h0).ne'
  have hA : Real.log (1 + w) - Real.log (1 - w)
      = Real.log (1 + (q - 1) * s) - Real.log (1 - s) - Real.log (q - 1) := by
    have a1 : 1 + w = 2 / q * (1 + (q - 1) * s) := by rw [hw]; field_simp; ring
    have a2 : 1 - w = 2 / q * ((q - 1) * (1 - s)) := by rw [hw]; field_simp; ring
    rw [a1, a2, Real.log_mul c0 hp.ne', Real.log_mul c0 (mul_pos h1 hm).ne',
      Real.log_mul h1.ne' hm.ne']
    ring
  have hB : Real.log (1 + v) - Real.log (1 - v) = Real.log (q - 1) := by
    have a1 : 1 + v = 2 / q * (q - 1) := by rw [hv]; field_simp; ring
    have a2 : 1 - v = 2 / q := by rw [hv]; field_simp; ring
    rw [a1, a2, Real.log_mul c0 h1.ne']
    ring
  have hK : Kc q * s = Real.log (q - 1) + Real.log (q - 1) / v * w := by
    rw [hw, hv]
    unfold Kc
    generalize Real.log (q - 1) = L
    field_simp
    ring
  constructor
  · intro h
    have hwv : w < v := by
      rw [hw, hv]
      exact div_lt_div_of_pos_right (by linarith [mul_lt_mul_of_pos_left h h1]) h0
    have key := logRatio_strictMono ⟨w0, w1⟩ ⟨v0, v1⟩ hwv
    simp only [hA, hB] at key
    rw [div_lt_iff₀ w0] at key
    exact mul_neg_of_pos_of_neg (div_pos h1 h0) (by linarith)
  · intro h
    have hwv : v < w := by
      rw [hw, hv]
      exact div_lt_div_of_pos_right (by linarith [mul_lt_mul_of_pos_left h h1]) h0
    have key := logRatio_strictMono ⟨v0, v1⟩ ⟨w0, w1⟩ hwv
    simp only [hA, hB] at key
    rw [lt_div_iff₀ w0] at key
    exact mul_pos (div_pos h1 h0) (by linarith)

/-- For `q > 2` at the transition coupling, `s0` has the free energy of `s = 0` and is
stationary, while `Kc < q` and the curvature at `s = 0` is positive. -/
theorem first_order_point {q : ℝ} (hq : 2 < q) :
    freeEnergy q (Kc q) (sJump q) = freeEnergy q (Kc q) 0 ∧
    HasDerivAt (freeEnergy q (Kc q)) 0 (sJump q) ∧
    Kc q < q ∧ 0 < deriv (deriv (freeEnergy q (Kc q))) 0 := by
  have h0 : 0 < q := by linarith
  have h1 : 0 < q - 1 := by linarith
  have h2 : 0 < q - 2 := by linarith
  have hK : Kc q < q := by
    have key := mul_lt_mul_of_pos_left
      (log_lt_half_sub_inv (by linarith : 1 < q - 1)) h1
    have e : (q - 1) * (((q - 1) - (q - 1)⁻¹) / 2) = q * (q - 2) / 2 := by
      field_simp
      ring
    rw [e] at key
    unfold Kc
    rw [div_lt_iff₀ h2]
    linarith
  refine ⟨by simpa using freeEnergy_mirror hq 0, ?_, hK, ?_⟩
  · have a1 : 1 + (q - 1) * sJump q = q - 1 := by unfold sJump; field_simp; ring
    have a2 : 1 - sJump q = (q - 1)⁻¹ := by unfold sJump; field_simp; ring
    have a3 : Kc q * sJump q = 2 * Real.log (q - 1) := by unfold Kc sJump; field_simp
    have hlt : sJump q < 1 := by linarith [inv_pos.2 h1]
    refine (hasDerivAt_freeEnergy h0 (by rw [a1]; exact h1) hlt).congr_deriv ?_
    unfold slope
    rw [a1, a2, a3, Real.log_inv]
    ring
  · rw [(curvature_disordered (Kc q) h0).deriv]
    exact mul_pos (div_pos h1 h0) (by linarith)

/-- For `q > 2` at the transition coupling, the minimum of the free energy over admissible
order parameters is attained exactly at `0` and `s0`. -/
theorem coexistence {q s : ℝ} (hq : 2 < q) (hs : s ∈ admissible q) :
    freeEnergy q (Kc q) 0 ≤ freeEnergy q (Kc q) s ∧
    (freeEnergy q (Kc q) s = freeEnergy q (Kc q) 0 ↔ s = 0 ∨ s = sJump q) := by
  have h0 : 0 < q := by linarith
  have h1 : 0 < q - 1 := by linarith
  have j0 : 0 < sJump q := div_pos (by linarith) h1
  have j1 : sJump q < 1 := (div_lt_one h1).2 (by linarith)
  have hb : (q - 1) * sJump q = q - 2 := by unfold sJump; field_simp
  have hM : 0 ≤ 1 + (q - 1) * s := by
    have e : q * majority q s = 1 + (q - 1) * s := by unfold majority; field_simp
    rw [← e]
    exact mul_nonneg h0.le hs.1
  have hm : 0 ≤ 1 - s := by
    have e : q * minority q s = 1 - s := by unfold minority; field_simp
    rw [← e]
    exact mul_nonneg h0.le hs.2
  have hc : Continuous (freeEnergy q (Kc q)) := by
    have c1 : Continuous (majority q) := by unfold majority; fun_prop
    have c2 : Continuous (minority q) := by unfold minority; fun_prop
    exact ((Real.continuous_mul_log.comp c1).add
      (continuous_const.mul (Real.continuous_mul_log.comp c2))).sub
      (continuous_const.mul ((c1.pow 2).add (continuous_const.mul (c2.pow 2))))
  have hder : ∀ x, sJump q / 2 < x → x < 1 →
      deriv (freeEnergy q (Kc q)) x = slope q (Kc q) x := by
    intro x hx hx1
    have := mul_pos h1 (by linarith : 0 < x)
    exact (hasDerivAt_freeEnergy h0 (by linarith) hx1).deriv
  -- the well around `s0`, on the ordered side of the mirror point
  have aux : ∀ t, sJump q / 2 ≤ t → t ≤ 1 → t ≠ sJump q →
      freeEnergy q (Kc q) (sJump q) < freeEnergy q (Kc q) t := by
    intro t ht ht1 hne
    rcases lt_or_gt_of_ne hne with h | h
    · have hf : StrictAntiOn (freeEnergy q (Kc q)) (Icc (sJump q / 2) (sJump q)) := by
        refine strictAntiOn_of_deriv_neg (convex_Icc _ _) hc.continuousOn ?_
        intro x hx
        rw [interior_Icc] at hx
        have hx1 : x < 1 := hx.2.trans j1
        rw [hder x hx.1 hx1]
        exact (slope_sign hq hx.1 hx1).1 hx.2
      exact hf ⟨ht, h.le⟩ ⟨by linarith, le_rfl⟩ h
    · have hf : StrictMonoOn (freeEnergy q (Kc q)) (Icc (sJump q) 1) := by
        refine strictMonoOn_of_deriv_pos (convex_Icc _ _) hc.continuousOn ?_
        intro x hx
        rw [interior_Icc] at hx
        have hx0 : sJump q / 2 < x := by linarith [hx.1]
        rw [hder x hx0 hx.2]
        exact (slope_sign hq hx0 hx.2).2 hx.1
      exact hf ⟨le_rfl, j1.le⟩ ⟨h.le, ht1⟩ h
  have heq := (first_order_point hq).1
  by_cases hz : s = 0
  · simp [hz]
  by_cases hj : s = sJump q
  · simp [hj, heq]
  have hlt : freeEnergy q (Kc q) 0 < freeEnergy q (Kc q) s := by
    rw [← heq]
    rcases le_total (sJump q / 2) s with h | h
    · exact aux s h (by linarith) hj
    · -- the other well follows by the mirror symmetry
      rw [← freeEnergy_mirror hq s]
      refine aux _ (by linarith) ?_ (fun h' => hz (by linarith))
      by_contra hcon
      have := mul_pos h1 (by linarith : 0 < sJump q - s - 1)
      linarith
  exact ⟨hlt.le, fun h => absurd h hlt.ne', fun h => (h.elim hz hj).elim⟩

/-- For `q ≠ 0`, changing the coupling shifts the free energy by a term quadratic in `s`. -/
theorem freeEnergy_shift {q : ℝ} (hq : q ≠ 0) (K K' s : ℝ) :
    freeEnergy q K s = freeEnergy q K' s - (K - K') / 2 * ((1 + (q - 1) * s ^ 2) / q) := by
  have e : majority q s ^ 2 + (q - 1) * minority q s ^ 2 = (1 + (q - 1) * s ^ 2) / q := by
    unfold majority minority
    field_simp
    ring
  unfold freeEnergy
  rw [e]
  ring

/-- For `q > 2`, below the transition coupling `s = 0` is the only minimiser among admissible
order parameters; above it every minimiser has `|s| ≥ s0`. -/
theorem first_order_jump {q K s : ℝ} (hq : 2 < q) (hs : s ∈ admissible q) :
    (K < Kc q → s ≠ 0 → freeEnergy q K 0 < freeEnergy q K s) ∧
    (Kc q < K → IsMinOn (freeEnergy q K) (admissible q) s → sJump q ≤ |s|) := by
  have h0 : 0 < q := by linarith
  have h1 : 0 < q - 1 := by linarith
  have hco := (coexistence hq hs).1
  -- the sum of the squared populations grows with `s ^ 2`
  have grow : ∀ a b : ℝ, a ^ 2 < b ^ 2 →
      (1 + (q - 1) * a ^ 2) / q < (1 + (q - 1) * b ^ 2) / q := fun a b h =>
    div_lt_div_of_pos_right (by linarith [mul_lt_mul_of_pos_left h h1]) h0
  constructor
  · intro hK hz
    have hg := grow 0 s (by have := sq_pos_of_ne_zero hz; simpa using this)
    have := mul_lt_mul_of_pos_left hg (by linarith : 0 < (Kc q - K) / 2)
    rw [freeEnergy_shift h0.ne' K (Kc q) 0, freeEnergy_shift h0.ne' K (Kc q) s]
    linarith
  · intro hK hmin
    by_contra hcon
    have hlt := abs_lt.1 (not_le.1 hcon)
    have hg := grow s (sJump q) (sq_lt_sq' hlt.1 hlt.2)
    have j0 : 0 < sJump q := div_pos (by linarith) h1
    have j1 : sJump q < 1 := (div_lt_one h1).2 (by linarith)
    have hmem : sJump q ∈ admissible q :=
      ⟨div_nonneg (by linarith [mul_pos h1 j0]) h0.le, div_nonneg (by linarith) h0.le⟩
    have hle := isMinOn_iff.1 hmin _ hmem
    rw [freeEnergy_shift h0.ne' K (Kc q) s, freeEnergy_shift h0.ne' K (Kc q) (sJump q),
      (first_order_point hq).1] at hle
    have := mul_lt_mul_of_pos_left hg (by linarith : 0 < (K - Kc q) / 2)
    linarith

end

end PottsMeanField
```

```lean
#print axioms PottsMeanField.first_order_jump
```

```
'PottsMeanField.first_order_jump' depends on axioms: [propext, Classical.choice, Quot.sound]
```

## How the lemmas fit together

`freeEnergy_mirror` treats zero populations separately when it splits logarithms, then replaces the logarithms by letters, so that `field_simp` and `ring` check the cancellation above. `hasDerivAt_freeEnergy` proves the slope formula for positive populations; `curvature_disordered` differentiates it, using that it holds throughout a neighbourhood of 0.

`log_lt_half_sub_inv` supplies both $K_c<q$ and `logRatio_strictMono`, the monotonicity of $R$. `slope_sign` introduces $w$ and $v$ and reads off the two signs. In `coexistence`, these signs give strict monotonicity on closed intervals, with continuity covering the endpoints, and the mirror handles $s\le s_0/2$. Finally, `freeEnergy_shift` isolates the quadratic term, and `first_order_jump` compares $s$ with 0 below $K_c$ and with $s_0$ above it.
